# The hyperfine interval and the muon moment from two Breit–Rabi frequencies of muonium

Muonium is an electron bound to a positive muon. In its ground state the two spins interact with each other and, in a static magnetic field, each also interacts with the field. A microwave experiment sees only differences between the resulting levels, and a single difference does not in general separate the hyperfine coupling from the two magnetic moments. Two suitably chosen transitions, taken at the same field, give more. Their frequencies, counted with sign, add up to the hyperfine interval at every field. If the electron moment and the nonzero field are known as well, the two frequencies also give the muon moment, and at high field their difference approaches a term proportional to the muon moment times the field. The results for the muon moment assume that the electron and muon Zeeman coefficients have a positive sum, as they do in muonium.

The hyperfine interval is a quantity that bound-state quantum electrodynamics predicts, and the relations below connect it to measured frequencies within a model of two spins in a uniform static field.

```lean
import Mathlib

open Matrix Filter Topology
open scoped Kronecker

namespace MuoniumBreitRabi

noncomputable section
```

## Two spins in a static field

Measure spin in units of $\hbar$. Each particle has a two-dimensional spin space, with index 0 for spin up along the field and 1 for spin down, and its spin components are half the Pauli matrices:

$$
s_x=\tfrac12\begin{pmatrix}0&1\\1&0\end{pmatrix},\qquad
s_y=\tfrac12\begin{pmatrix}0&-i\\i&0\end{pmatrix},\qquad
s_z=\tfrac12\begin{pmatrix}1&0\\0&-1\end{pmatrix}.
$$

```lean
/-- The spin-1/2 matrix for the x component, in units of ħ. -/
def spinX : Matrix (Fin 2) (Fin 2) ℂ := !![0, 1 / 2; 1 / 2, 0]

/-- The spin-1/2 matrix for the y component, in units of ħ. -/
def spinY : Matrix (Fin 2) (Fin 2) ℂ := !![0, -Complex.I / 2; Complex.I / 2, 0]

/-- The spin-1/2 matrix for the z component, in units of ħ. -/
def spinZ : Matrix (Fin 2) (Fin 2) ℂ := !![1 / 2, 0; 0, -1 / 2]
```

Write $\mathbf S$ for the electron spin, $\mathbf I$ for the muon spin and $B$ for the field along $z$. In frequency units, meaning energy divided by Planck's constant $h$, the Hamiltonian is

$$
H=A\,\mathbf S\cdot\mathbf I+gB\,S_z-kB\,I_z .
$$

The constant $A$ is the strength of the contact interaction between the two moments, and for $A>0$ it equals the triplet–singlet interval at zero field. The coefficients $g$ and $k$ express the electron and muon moments as frequency per unit field; if $\mu_\mu$ is the effective moment of the muon bound in muonium, which differs slightly from that of a free muon, then $k=2\mu_\mu/h$. The opposite signs reflect the opposite charges, so both coefficients are positive for muonium.

In Lean the basis is `Fin 2 × Fin 2`, electron index first, and `⊗ₖ` is the Kronecker product. The parameters are arbitrary real numbers, with sign conditions added only where a theorem needs them. The model leaves out the orbital motion, excited states, the diamagnetic shift and line shapes.

```lean
/-- The muonium spin Hamiltonian `A S·I + g B S_z - k B I_z` in frequency units; the first
factor is the electron spin, the second the muon spin. -/
def hamiltonian (A g k B : ℝ) : Matrix (Fin 2 × Fin 2) (Fin 2 × Fin 2) ℂ :=
  (A : ℂ) • (spinX ⊗ₖ spinX + spinY ⊗ₖ spinY + spinZ ⊗ₖ spinZ)
    + ((g * B : ℝ) : ℂ) • (spinZ ⊗ₖ (1 : Matrix (Fin 2) (Fin 2) ℂ))
    - ((k * B : ℝ) : ℂ) • ((1 : Matrix (Fin 2) (Fin 2) ℂ) ⊗ₖ spinZ)
```

## Levels and spin states

The Zeeman terms contribute $x=(g+k)B$ to the energy difference between the two antiparallel states. Together with the hyperfine coupling, $x$ forms

$$
S=\sqrt{A^2+(g+k)^2B^2}=\sqrt{A^2+x^2}.
$$

This scalar $S$, called `splitting` in the code, is distinct from the spin operator $\mathbf S$.

```lean
/-- The Breit-Rabi square root `S(B)`. -/
def splitting (A g k B : ℝ) : ℝ := √(A ^ 2 + (g + k) ^ 2 * B ^ 2)
```

The candidate levels, numbered from 0 as in Lean, are

$$
\begin{aligned}
E_0&=\tfrac A4+\tfrac{(g-k)B}{2}, & E_1&=-\tfrac A4+\tfrac S2,\\
E_2&=\tfrac A4-\tfrac{(g-k)B}{2}, & E_3&=-\tfrac A4-\tfrac S2 .
\end{aligned}
$$

```lean
/-- The four Breit-Rabi levels; the indices 0, 1, 2, 3 stand for the levels 1, 2, 3, 4. -/
def level (A g k B : ℝ) : Fin 4 → ℝ
  | 0 => A / 4 + (g - k) * B / 2
  | 1 => -A / 4 + splitting A g k B / 2
  | 2 => A / 4 - (g - k) * B / 2
  | 3 => -A / 4 - splitting A g k B / 2
```

States 0 and 2 are $|{\uparrow\uparrow}\rangle$ and $|{\downarrow\downarrow}\rangle$. The other two are mixtures:

$$
\begin{aligned}
v_1&=(S+x)\,|{\uparrow\downarrow}\rangle+A\,|{\downarrow\uparrow}\rangle,\\
v_3&=-A\,|{\uparrow\downarrow}\rangle+(S+x)\,|{\downarrow\uparrow}\rangle .
\end{aligned}
$$

These are unnormalised. Both have squared length $A^2+(S+x)^2=2S(S+x)$, so for $A\neq0$ the normalised state 1 has probability $\tfrac12(1+x/S)$ of being found in $|{\uparrow\downarrow}\rangle$. This runs from one half at zero field towards one at high field when $g+k>0$.

```lean
/-- Unnormalised spin states for the four levels, with components labelled by the electron
and muon spin directions (0 is up, 1 is down). -/
def state (A g k B : ℝ) : Fin 4 → Fin 2 × Fin 2 → ℂ
  | 0 => fun p => !![(1 : ℂ), 0; 0, 0] p.1 p.2
  | 1 => fun p => !![(0 : ℂ), splitting A g k B + (g + k) * B; A, 0] p.1 p.2
  | 2 => fun p => !![(0 : ℂ), 0; 0, 1] p.1 p.2
  | 3 => fun p => !![(0 : ℂ), -A; splitting A g k B + (g + k) * B, 0] p.1 p.2
```

The two transition frequencies are differences of neighbouring levels. Their names keep the customary numbering from 1, so

$$
\nu_{12}=E_0-E_1,\qquad \nu_{34}=E_2-E_3 .
$$

```lean
/-- The transition frequency between levels 1 and 2. -/
def nu12 (A g k B : ℝ) : ℝ := level A g k B 0 - level A g k B 1

/-- The transition frequency between levels 3 and 4. -/
def nu34 (A g k B : ℝ) : ℝ := level A g k B 2 - level A g k B 3
```

## Only the antiparallel states mix

The number under the square root is a sum of squares and therefore nonnegative, so $S^2=A^2+x^2$. The eigenvalue equations, the bounds on the frequency difference and the exact formula for $k$ all use this identity.

```lean
/-- The square of `S(B)` is the sum of the squared hyperfine and Zeeman terms. -/
theorem splitting_sq (A g k B : ℝ) :
    splitting A g k B ^ 2 = A ^ 2 + (g + k) ^ 2 * B ^ 2 :=
  Real.sq_sqrt (by positivity)
```

Next, let $H$ act on a general state. The product $S_xI_x$ flips both spins with coefficient $\tfrac14$. The product $S_yI_y$ also flips both, with coefficient $-\tfrac14$ on parallel spins and $+\tfrac14$ on antiparallel ones. Their sum therefore annihilates the parallel states and exchanges the antiparallel ones with coefficient $\tfrac12$. The remaining terms are diagonal. In the basis $|{\uparrow\downarrow}\rangle,|{\downarrow\uparrow}\rangle$ the Hamiltonian is

$$
\begin{pmatrix}-\tfrac A4+\tfrac x2&\tfrac A2\\[2pt]\tfrac A2&-\tfrac A4-\tfrac x2\end{pmatrix},
$$

while the parallel states are multiplied by $E_0$ and $E_2$. The Lean proof takes the four components one at a time, expands the matrix products and uses $i^2=-1$.

```lean
/-- Action of the Hamiltonian on a general spin state: the parallel components are only
rescaled, and the two antiparallel components are coupled by `A / 2`. -/
theorem hamiltonian_mulVec (A g k B : ℝ) (ψ : Fin 2 × Fin 2 → ℂ) :
    hamiltonian A g k B *ᵥ ψ = fun p =>
      !![((A : ℂ) / 4 + (g - k) * B / 2) * ψ (0, 0),
         (-(A : ℂ) / 4 + (g + k) * B / 2) * ψ (0, 1) + A / 2 * ψ (1, 0);
         (A : ℂ) / 2 * ψ (0, 1) + (-(A : ℂ) / 4 - (g + k) * B / 2) * ψ (1, 0),
         ((A : ℂ) / 4 - (g - k) * B / 2) * ψ (1, 1)] p.1 p.2 := by
  ext ⟨i, j⟩
  fin_cases i <;> fin_cases j <;>
    simp [hamiltonian, spinX, spinY, spinZ, Matrix.mulVec, dotProduct,
      Fintype.sum_prod_type, Fin.sum_univ_two, Matrix.kroneckerMap_apply, Matrix.one_apply,
      -mul_eq_mul_right_iff, -mul_eq_mul_left_iff] <;>
    (ring_nf; try simp only [Complex.I_sq]; try ring)
```

## The Breit–Rabi formula

For $v_1$, the upper row of the eigenvalue equation reads

$$
\left(-\tfrac A4+\tfrac x2\right)(S+x)+\tfrac{A^2}{2}=\left(-\tfrac A4+\tfrac S2\right)(S+x),
$$

which is equivalent to $A^2=(S-x)(S+x)$, the identity for $S^2$. The lower row holds by expansion alone:

$$
\tfrac A2(S+x)-\left(\tfrac A4+\tfrac x2\right)A=\left(-\tfrac A4+\tfrac S2\right)A .
$$

For $v_3$ the roles of the rows are exchanged: the upper one is a plain identity and the lower one again needs $A^2=(S-x)(S+x)$.

The theorem `breit_rabi` states, for each `n` and for $A\neq0$, that the state is nonzero and that $H$ multiplies it by its level. For the first part the proof points to a component equal to 1 or $\pm A$. For the second, `ring1` settles the plain identities and `linear_combination` adds the required half multiple of the identity for $S^2$.

The hypothesis on $A$ guards against a null vector. At $A=0$ and $B=0$ both components of $v_1$ vanish, and the eigenvalue equation holds without describing any state.

```lean
/-- Breit-Rabi formula: for nonzero hyperfine coupling each of the four states is a nonzero
eigenvector of the Hamiltonian, with the corresponding level as eigenvalue. -/
theorem breit_rabi (A g k B : ℝ) (hA : A ≠ 0) (n : Fin 4) :
    state A g k B n ≠ 0 ∧
      hamiltonian A g k B *ᵥ state A g k B n = (level A g k B n : ℂ) • state A g k B n := by
  constructor
  · -- each state has a component that cannot vanish
    fin_cases n
    · intro h
      have h' := congrFun h (0, 0)
      simp [state] at h'
    · intro h
      have h' := congrFun h (1, 0)
      simp [state, hA] at h'
    · intro h
      have h' := congrFun h (1, 1)
      simp [state] at h'
    · intro h
      have h' := congrFun h (0, 1)
      simp [state, hA] at h'
  · have hS : (splitting A g k B : ℂ) ^ 2 = (A : ℂ) ^ 2 + ((g : ℂ) + k) ^ 2 * (B : ℂ) ^ 2 := by
      exact_mod_cast splitting_sq A g k B
    rw [hamiltonian_mulVec]
    ext ⟨i, j⟩
    -- each component is a plain identity or follows from the identity for the square of `S(B)`
    fin_cases n <;> fin_cases i <;> fin_cases j <;>
      simp [state, level, -mul_eq_mul_right_iff, -mul_eq_mul_left_iff] <;>
      first
        | ring1
        | linear_combination (1 / 2 : ℂ) * hS
        | linear_combination (-1 / 2 : ℂ) * hS
```

States with different spin configurations are orthogonal because they share no component. For the mixed pair,

$$
\langle v_1,v_3\rangle=-(S+x)A+A(S+x)=0 .
$$

In Lean, `star` supplies the complex conjugation and the proof runs through all pairs of distinct indices.

```lean
/-- The four spin states are mutually orthogonal. -/
theorem state_orthogonal (A g k B : ℝ) (m n : Fin 4) (hmn : m ≠ n) :
    star (state A g k B m) ⬝ᵥ state A g k B n = 0 := by
  fin_cases m <;> fin_cases n <;>
    first
      | exact absurd rfl hmn
      | (simp [state, dotProduct, Fintype.sum_prod_type, Fin.sum_univ_two,
          -mul_eq_mul_right_iff, -mul_eq_mul_left_iff] <;> ring1)
```

Four nonzero, mutually orthogonal vectors in a four-dimensional space form a basis, so for $A\neq0$ the four levels are the whole spectrum, counted with multiplicity. That dimension count is ordinary linear algebra added here to the two theorems.

## The frequencies as functions of the field

Subtracting the levels gives

$$
\begin{aligned}
\nu_{12}&=\tfrac A2+\tfrac{(g-k)B}{2}-\tfrac S2,\\
\nu_{34}&=\tfrac A2-\tfrac{(g-k)B}{2}+\tfrac S2 .
\end{aligned}
$$

```lean
/-- Closed forms of the two transition frequencies as functions of the field. -/
theorem transition_frequencies (A g k B : ℝ) :
    nu12 A g k B = A / 2 + (g - k) * B / 2 - splitting A g k B / 2 ∧
      nu34 A g k B = A / 2 - (g - k) * B / 2 + splitting A g k B / 2 := by
  constructor
  · simp only [nu12, level]
    ring
  · simp only [nu34, level]
    ring
```

Both quantities carry a sign. For $A>0$ and $g>k>0$, levels 0 and 1 cross at $B=A(g-k)/(2gk)$, and above that field $\nu_{12}$ is negative. A spectrometer reports $|\nu_{12}|$, so the sign has to be restored before the relations below are applied.

## How far the difference is from its asymptote

The difference of the frequencies is $S-(g-k)B$. Removing $2kB$ leaves

$$
\nu_{34}-\nu_{12}-2kB=S-(g+k)B=S-x .
$$

Assume $g+k>0$ and $B>0$, so that $x>0$. Then $S\ge x$, and from $(S-x)(S+x)=A^2$ it follows that

$$
0\le S-x=\frac{A^2}{S+x}\le\frac{A^2}{2x}=\frac{A^2}{2(g+k)B}.
$$

The Lean proof reaches the upper bound by clearing the denominator. What remains is $2x(S-x)\le A^2$, and this holds because $A^2-2x(S-x)=(S-x)^2$, the square that is handed to `nlinarith`.

```lean
/-- If `g + k > 0`, then at any positive field the difference of the two frequencies exceeds `2 k B`
by at most `A² / (2 (g + k) B)`, and never falls below it. -/
theorem difference_bounds (A g k B : ℝ) (hgk : 0 < g + k) (hB : 0 < B) :
    0 ≤ nu34 A g k B - nu12 A g k B - 2 * k * B ∧
      nu34 A g k B - nu12 A g k B - 2 * k * B ≤ A ^ 2 / (2 * (g + k) * B) := by
  obtain ⟨h12, h34⟩ := transition_frequencies A g k B
  have hx : 0 < (g + k) * B := mul_pos hgk hB
  have hS := splitting_sq A g k B
  have hle : (g + k) * B ≤ splitting A g k B :=
    (Real.le_sqrt' hx).2 (by nlinarith [sq_nonneg A])
  -- the excess is the distance of `S(B)` from its linear asymptote
  have hd : nu34 A g k B - nu12 A g k B - 2 * k * B = splitting A g k B - (g + k) * B := by
    rw [h12, h34]
    ring
  rw [hd]
  refine ⟨by linarith, ?_⟩
  rw [le_div_iff₀ (by nlinarith)]
  nlinarith [sq_nonneg (splitting A g k B - (g + k) * B)]
```

## The sum at every field, the difference at high field

In the sum of the two closed forms the field-dependent terms cancel:

$$
\nu_{12}+\nu_{34}=A .
$$

The reason is visible in the levels. The sum equals $(E_0+E_2)-(E_1+E_3)$, and each bracket is the trace of a block of $H$ in which the Zeeman terms cancel, namely $A/2$ for the parallel states and $-A/2$ for the antiparallel ones.

For the difference, the bound just found tends to zero as $B\to\infty$, so

$$
\nu_{34}-\nu_{12}-2kB\longrightarrow0 .
$$

In the theorem, `atTop` expresses that the field grows without limit and `𝓝 0` that the values approach zero. The proof squeezes the remainder between zero and the bound, which only has to hold for positive fields. The statement assumes $g+k>0$ and leaves the sign of each coefficient, and of $A$, free.

```lean
/-- If `g + k > 0`, the two muonium frequencies add up to the hyperfine interval `A` at every field,
and their difference approaches `2 k B`, with `k` the muon Zeeman coefficient, as the field grows.
-/
theorem muonium_interval_and_moment (A g k : ℝ) (hgk : 0 < g + k) :
    (∀ B, nu12 A g k B + nu34 A g k B = A) ∧
      Tendsto (fun B => nu34 A g k B - nu12 A g k B - 2 * k * B) atTop (𝓝 0) := by
  constructor
  · intro B
    obtain ⟨h12, h34⟩ := transition_frequencies A g k B
    rw [h12, h34]
    ring
  · have hlin : Tendsto (fun B : ℝ => 2 * (g + k) * B) atTop atTop :=
      Filter.Tendsto.const_mul_atTop (by linarith) tendsto_id
    have hbound : Tendsto (fun B : ℝ => A ^ 2 / (2 * (g + k) * B)) atTop (𝓝 0) :=
      Filter.Tendsto.div_atTop tendsto_const_nhds hlin
    -- squeeze between zero and the finite-field bound
    refine squeeze_zero' ?_ ?_ hbound
    · filter_upwards [eventually_gt_atTop 0] with B hB
      exact (difference_bounds A g k B hgk hB).1
    · filter_upwards [eventually_gt_atTop 0] with B hB
      exact (difference_bounds A g k B hgk hB).2
```

The limit depends on that assumption. Take $A=1$, $g=-1$, $k=1$, which are not muonium values because $g$ is negative. Then $g+k=0$, so $S=1$ at every field and the remainder $\nu_{34}-\nu_{12}-2kB$ is constantly 1. The sum rule survives, since its half of the proof makes no use of the assumption.

## The muon coefficient at finite field

The high-field limit is not needed to extract $k$ if $g$ and $B$ are known. Put $D=\nu_{34}-\nu_{12}$. Then $S=D+(g-k)B$, and squaring gives

$$
D^2+2D(g-k)B+(g-k)^2B^2=A^2+(g+k)^2B^2 .
$$

Since $A$ is the sum of the frequencies, $A^2-D^2=4\nu_{12}\nu_{34}$. Substituting this and collecting the terms in $k$ yields

$$
2kB\,(D+2gB)=2gBD-4\nu_{12}\nu_{34},
$$

and therefore

$$
k=\frac{gB\,(\nu_{34}-\nu_{12})-2\nu_{12}\nu_{34}}{B\,(\nu_{34}-\nu_{12}+2gB)} .
$$

The division is legitimate because $D+2gB=S+(g+k)B$ is positive under the same two assumptions. Lean first proves this positivity, then multiplies out and closes the equation with the identity for $S^2$. A nonzero field is essential: at $B=0$ and $A>0$ the frequencies are $0$ and $A$ whatever the value of $k$, so they carry no information about the muon moment.

```lean
/-- If `g + k > 0`, then at any positive field the muon Zeeman coefficient is given exactly by the
two transition frequencies, the electron Zeeman coefficient and the field. -/
theorem muon_moment_exact (A g k B : ℝ) (hgk : 0 < g + k) (hB : 0 < B) :
    k = (g * B * (nu34 A g k B - nu12 A g k B) - 2 * nu12 A g k B * nu34 A g k B) /
      (B * (nu34 A g k B - nu12 A g k B + 2 * g * B)) := by
  obtain ⟨h12, h34⟩ := transition_frequencies A g k B
  have hS := splitting_sq A g k B
  have hx : 0 < (g + k) * B := mul_pos hgk hB
  have hlow := (difference_bounds A g k B hgk hB).1
  have hden : 0 < nu34 A g k B - nu12 A g k B + 2 * g * B := by nlinarith
  rw [eq_div_iff (mul_pos hB hden).ne', h12, h34]
  linear_combination (-1 / 2 : ℝ) * hS

end

end MuoniumBreitRabi
```

```lean
#print axioms MuoniumBreitRabi.breit_rabi
#print axioms MuoniumBreitRabi.state_orthogonal
#print axioms MuoniumBreitRabi.muonium_interval_and_moment
#print axioms MuoniumBreitRabi.muon_moment_exact
```

```
'MuoniumBreitRabi.breit_rabi' depends on axioms: [propext, Classical.choice, Quot.sound]
'MuoniumBreitRabi.state_orthogonal' depends on axioms: [propext, Classical.choice, Quot.sound]
'MuoniumBreitRabi.muonium_interval_and_moment' depends on axioms: [propext, Classical.choice, Quot.sound]
'MuoniumBreitRabi.muon_moment_exact' depends on axioms: [propext, Classical.choice, Quot.sound]
```

## In a numerical calculation

A program can build $H$ from Kronecker products and diagonalise it at each field. Routines for Hermitian matrices commonly return eigenvalues in ascending order, so the assignment of sorted positions to labels that holds below the crossing of levels 0 and 1 is wrong above it. Following the eigenvectors, or using the closed forms, keeps $\nu_{12}$ and its sign correct.

At high field the remainder $S-x$ is a small difference of two large numbers and loses digits in floating-point arithmetic. For $x>0$ the equivalent expression $A^2/(S+x)$ avoids that subtraction.
